# Negative spin density on the central carbon of allyl in McLachlan's model with an attractive exchange shift

Simple Hückel theory takes the spin density of a radical to be the squared coefficient of the singly occupied orbital, so it can never be negative, and on the central carbon of allyl, where that orbital has a node, it is exactly zero. McLachlan's correction lets the unpaired electron polarise the bonding pair, and for the three-centre allyl matrix it can be solved in closed form: the central density is negative precisely when the exchange shift on the terminal carbons is attractive, that is, when it lowers the energy of a majority-spin electron there.

In Lean 4 with Mathlib:

```lean
import Mathlib

open Matrix

namespace McLachlanAllyl

noncomputable section

/-- Allyl pi Hamiltonian in units of β, with Coulomb shift `L` on both terminal carbons. -/
def H (L : ℝ) : Matrix (Fin 3) (Fin 3) ℝ := !![L, 1, 0; 1, 0, 1; 0, 1, L]

/-- The square root `√(L² + 8)`. -/
def root (L : ℝ) : ℝ := √(L ^ 2 + 8)

/-- The energy `(L + √(L² + 8)) / 2`. -/
def top (L : ℝ) : ℝ := (L + root L) / 2

/-- The orbital energies (eigenvalues) of a three-centre Hamiltonian. -/
def levels (A : Matrix (Fin 3) (Fin 3) ℝ) : Set ℝ := {μ | ∃ v, v ≠ 0 ∧ A *ᵥ v = μ • v}

/-- `v` is a normalised eigenvector of `A` for its largest eigenvalue. -/
def IsBonding (A : Matrix (Fin 3) (Fin 3) ℝ) (v : Fin 3 → ℝ) : Prop :=
  v ⬝ᵥ v = 1 ∧ ∃ μ, IsGreatest (levels A) μ ∧ A *ᵥ v = μ • v

/-- The vector `(1, top L - L, 1)` divided by its length. -/
def bondingMO (L : ℝ) : Fin 3 → ℝ := (√(2 + (top L - L) ^ 2))⁻¹ • ![1, top L - L, 1]

/-- Hückel orbitals of allyl: bonding (0), singly occupied (1), antibonding (2). -/
def mo : Fin 3 → Fin 3 → ℝ :=
  ![![1 / 2, √2 / 2, 1 / 2], ![√2 / 2, 0, -(√2 / 2)], ![1 / 2, -(√2 / 2), 1 / 2]]

/-- Hückel orbital energies of allyl. -/
def level : Fin 3 → ℝ := ![√2, 0, -√2]

/-- McLachlan spin density on atom `r`: weight of the singly occupied orbital plus the weight
of the perturbed bonding orbital `v` minus that of the unperturbed one. -/
def spin (v : Fin 3 → ℝ) (r : Fin 3) : ℝ := mo 1 r ^ 2 + v r ^ 2 - mo 0 r ^ 2

/-- Sum-over-states atom-atom polarisability of the bonding-orbital weight, for atoms `r`, `s`. -/
def pol (r s : Fin 3) : ℝ :=
  2 * ∑ k ∈ ({1, 2} : Finset (Fin 3)), mo 0 r * mo 0 s * mo k r * mo k s / (level 0 - level k)

/-- The energy `x = top L` solves `x (x - L) = 2`, exceeds `L` and `0`, and the root is
positive and equal to `2x - L`. -/
theorem top_facts (L : ℝ) : top L * (top L - L) = 2 ∧ L < top L ∧ 0 < top L ∧ 0 < root L ∧
    root L = 2 * top L - L := by
  have hs : root L ^ 2 = L ^ 2 + 8 := Real.sq_sqrt (by positivity)
  have h1 : L < root L := Real.lt_sqrt_of_sq_lt (by linarith)
  have h2 : -L < root L := Real.lt_sqrt_of_sq_lt (by nlinarith)
  unfold top
  refine ⟨by linear_combination (1 / 4) * hs, by linarith, by linarith, by linarith, by ring⟩

/-- Without shift the root equals `2√2`. -/
theorem root_zero : root 0 = 2 * √2 := by
  have h2 : √2 * √2 = (2 : ℝ) := Real.mul_self_sqrt (by norm_num)
  rw [root, show (0 : ℝ) ^ 2 + 8 = (2 * √2) ^ 2 by linear_combination (-4) * h2,
    Real.sqrt_sq (by positivity)]

/-- The eigenvalue equation of `H L` is the system of three secular equations. -/
theorem eigen_iff (L μ : ℝ) (v : Fin 3 → ℝ) : H L *ᵥ v = μ • v ↔
    L * v 0 + v 1 = μ * v 0 ∧ v 0 + v 2 = μ * v 1 ∧ v 1 + L * v 2 = μ * v 2 := by
  constructor
  · intro h
    have h0 := congrFun h 0
    have h1 := congrFun h 1
    have h2 := congrFun h 2
    simp [H, mulVec, dotProduct, Fin.sum_univ_three] at h0 h1 h2
    exact ⟨by linarith, by linarith, by linarith⟩
  · rintro ⟨h0, h1, h2⟩
    ext i
    fin_cases i <;> simp [H, mulVec, dotProduct, Fin.sum_univ_three] <;> linarith

/-- The largest eigenvalue of `H L` is `(L + √(L² + 8)) / 2`. -/
theorem top_isGreatest (L : ℝ) : IsGreatest (levels (H L)) (top L) := by
  obtain ⟨hx, hL, h0, -, -⟩ := top_facts L
  constructor
  · refine ⟨![1, top L - L, 1], fun h => by simpa using congrFun h 0, ?_⟩
    rw [eigen_iff]
    refine ⟨?_, ?_, ?_⟩ <;> simp
    linarith
  · rintro μ ⟨v, hv, h⟩
    obtain ⟨e0, e1, e2⟩ := (eigen_iff L μ v).1 h
    by_contra hc
    have hμ : top L < μ := not_le.1 hc
    -- above `top L` the secular equations have only the zero solution
    have hq : 0 < μ * (μ - L) - 2 := by
      nlinarith [mul_pos (sub_pos.2 hμ) (show 0 < μ + top L - L by linarith)]
    have hd : μ - L ≠ 0 := (show 0 < μ - L by linarith).ne'
    have k : (μ * (μ - L) - 2) * v 1 = 0 := by linear_combination -(μ - L) * e1 - e0 - e2
    have v1 : v 1 = 0 := (mul_eq_zero.1 k).resolve_left hq.ne'
    have v0 : v 0 = 0 :=
      (mul_eq_zero.1 (show (μ - L) * v 0 = 0 by linear_combination v1 - e0)).resolve_left hd
    have v2 : v 2 = 0 :=
      (mul_eq_zero.1 (show (μ - L) * v 2 = 0 by linear_combination v1 - e2)).resolve_left hd
    apply hv
    ext i
    fin_cases i <;> simp [v0, v1, v2]

/-- `bondingMO L` is a normalised eigenvector of `H L` for its largest eigenvalue. -/
theorem isBonding_witness (L : ℝ) : IsBonding (H L) (bondingMO L) := by
  obtain ⟨hx, -⟩ := top_facts L
  have hA : 0 < 2 + (top L - L) ^ 2 := by positivity
  have hd : ![1, top L - L, 1] ⬝ᵥ ![1, top L - L, 1] = 2 + (top L - L) ^ 2 := by
    simp [dotProduct, Fin.sum_univ_three]
    ring
  have he : H L *ᵥ ![1, top L - L, 1] = top L • ![1, top L - L, 1] := by
    rw [eigen_iff]
    refine ⟨?_, ?_, ?_⟩ <;> simp
    linarith
  refine ⟨?_, top L, top_isGreatest L, ?_⟩
  · rw [bondingMO, smul_dotProduct, dotProduct_smul, hd, smul_eq_mul, smul_eq_mul, ← mul_assoc,
      ← mul_inv, Real.mul_self_sqrt hA.le, inv_mul_cancel₀ hA.ne']
  · rw [bondingMO, mulVec_smul, he, smul_comm]

/-- A normalised eigenvector of `H L` for the largest eigenvalue has equal terminal
coefficients, central weight `1/2 - L/(2√(L²+8))` and terminal weight `1/4 + L/(4√(L²+8))`. -/
theorem bonding_weights (L : ℝ) (v : Fin 3 → ℝ) (hv : IsBonding (H L) v) :
    v 2 = v 0 ∧ v 1 ^ 2 = 1 / 2 - L / (2 * root L) ∧ v 0 ^ 2 = 1 / 4 + L / (4 * root L) := by
  obtain ⟨hx, hL, -, hpos, hs⟩ := top_facts L
  obtain ⟨hn, μ, hμ, h⟩ := hv
  rw [hμ.unique (top_isGreatest L), eigen_iff] at h
  obtain ⟨e0, -, e2⟩ := h
  simp only [dotProduct, Fin.sum_univ_three] at hn
  have h1 : v 1 = (top L - L) * v 0 := by linear_combination e0
  have h2 : v 2 = v 0 :=
    mul_left_cancel₀ (sub_pos.2 hL).ne' (by linear_combination e0 - e2)
  have hn2 : 2 * v 0 ^ 2 + v 1 ^ 2 = 1 := by rw [h2] at hn; linear_combination hn
  have hn3 : (2 + (top L - L) ^ 2) * v 0 ^ 2 = 1 := by rw [h1] at hn2; linear_combination hn2
  -- normalisation together with `x (x - L) = 2`
  have hv1 : root L * v 1 ^ 2 = top L - L := by
    rw [hs, h1]
    linear_combination (top L - L) * hn3 + (top L - L) * v 0 ^ 2 * hx
  have key : v 1 ^ 2 = (root L - L) / 2 / root L := by
    rw [eq_div_iff hpos.ne']
    linear_combination hv1 - (1 / 2) * hs
  have hne := hpos.ne'
  have hc : v 1 ^ 2 = 1 / 2 - L / (2 * root L) := by
    rw [key]
    field_simp
  exact ⟨h2, hc, by linear_combination (1 / 2) * hn2 - (1 / 2) * hc⟩

/-- The `mo k` are orthonormal eigenvectors of `H 0` with energies `level k`, `mo 0` belongs to
the largest one, and `H L` is `H 0` plus diagonal shifts `2L` times the weights of `mo 1`. -/
theorem huckel_orbitals : (∀ k, H 0 *ᵥ mo k = level k • mo k) ∧
    (∀ j k, mo j ⬝ᵥ mo k = if j = k then 1 else 0) ∧ IsBonding (H 0) (mo 0) ∧
    ∀ L, H L = H 0 + diagonal (fun r => 2 * L * mo 1 r ^ 2) := by
  have h2 : √2 * √2 = (2 : ℝ) := Real.mul_self_sqrt (by norm_num)
  have he : ∀ k, H 0 *ᵥ mo k = level k • mo k := by
    intro k
    rw [eigen_iff]
    fin_cases k <;> refine ⟨?_, ?_, ?_⟩ <;> simp [mo, level] <;> linarith
  have ho : ∀ j k, mo j ⬝ᵥ mo k = if j = k then 1 else 0 := by
    intro j k
    fin_cases j <;> fin_cases k <;> simp [mo, dotProduct, Fin.sum_univ_three] <;> linarith
  have ht : top 0 = √2 := by rw [top, root_zero]; ring
  refine ⟨he, ho, ⟨by simpa using ho 0 0, top 0, top_isGreatest 0, by rw [ht]; exact he 0⟩, ?_⟩
  intro L
  ext i j
  fin_cases i <;> fin_cases j <;> simp [H, mo] <;>
    first | ring1 | linear_combination (-L / 2) * h2

/-- The central spin density is `-L/(2√(L²+8))`, negative exactly when `L > 0`; each terminal
spin density is `1/2 + L/(4√(L²+8))`. -/
theorem spin_density (L : ℝ) (v : Fin 3 → ℝ) (hv : IsBonding (H L) v) :
    spin v 1 = -(L / (2 * root L)) ∧ (spin v 1 < 0 ↔ 0 < L) ∧
      spin v 0 = 1 / 2 + L / (4 * root L) ∧ spin v 2 = 1 / 2 + L / (4 * root L) := by
  have h2 : √2 * √2 = (2 : ℝ) := Real.mul_self_sqrt (by norm_num)
  obtain ⟨he, hc, ht⟩ := bonding_weights L v hv
  have hpos : 0 < 2 * root L := by linarith [(top_facts L).2.2.2.1]
  have h1 : spin v 1 = -(L / (2 * root L)) := by
    show (0 : ℝ) ^ 2 + v 1 ^ 2 - (√2 / 2) ^ 2 = _
    linear_combination hc - (1 / 4) * h2
  refine ⟨h1, by rw [h1, neg_lt_zero, div_pos_iff_of_pos_right hpos], ?_, ?_⟩
  · show (√2 / 2 : ℝ) ^ 2 + v 0 ^ 2 - (1 / 2) ^ 2 = _
    linear_combination ht + (1 / 4) * h2
  · show (-(√2 / 2) : ℝ) ^ 2 + v 2 ^ 2 - (1 / 2) ^ 2 = _
    rw [he]
    linear_combination ht + (1 / 4) * h2

/-- For any choice of bonding orbitals `v L`, the slope of the central spin density at `L = 0`
is the sum of the centre-terminal polarisabilities, and this sum is `-√2/8`. -/
theorem spin_slope (v : ℝ → Fin 3 → ℝ) (hv : ∀ L, IsBonding (H L) (v L)) :
    HasDerivAt (fun L => spin (v L) 1) (pol 1 0 + pol 1 2) 0 ∧ pol 1 0 + pol 1 2 = -√2 / 8 := by
  have h2 : √2 * √2 = (2 : ℝ) := Real.mul_self_sqrt (by norm_num)
  have hr2 : (√2 : ℝ) ≠ 0 := by positivity
  have a0 : pol 1 0 = 2 * (√2 / 2 * (1 / 2) * 0 * (√2 / 2) / (√2 - 0)
      + √2 / 2 * (1 / 2) * (-(√2 / 2)) * (1 / 2) / (√2 - -√2)) := by
    rw [pol, Finset.sum_pair (by decide)]; rfl
  have a2 : pol 1 2 = 2 * (√2 / 2 * (1 / 2) * 0 * (-(√2 / 2)) / (√2 - 0)
      + √2 / 2 * (1 / 2) * (-(√2 / 2)) * (1 / 2) / (√2 - -√2)) := by
    rw [pol, Finset.sum_pair (by decide)]; rfl
  -- only the antibonding orbital contributes
  have hp : pol 1 0 + pol 1 2 = -√2 / 8 := by
    rw [a0, a2, show (√2 - -√2 : ℝ) = 2 * √2 by ring]
    simp only [mul_zero, zero_mul, zero_div, zero_add]
    field_simp
    ring
  refine ⟨?_, hp⟩
  rw [hp, show (fun L => spin (v L) 1) = fun L => -(L / (2 * root L)) from
    funext fun L => (spin_density L (v L) (hv L)).1]
  have hq : HasDerivAt (fun L : ℝ => L ^ 2 + 8) 0 0 := by
    simpa using (hasDerivAt_pow 2 (0 : ℝ)).add_const 8
  have hs := (hq.sqrt (by norm_num)).congr_deriv (zero_div _)
  have hr : HasDerivAt root 0 0 := hs
  have hne : 2 * root 0 ≠ 0 := by rw [root_zero]; positivity
  have e : -((1 * (2 * root 0) - 0 * (2 * 0)) / (2 * root 0) ^ 2) = -√2 / 8 := by
    rw [root_zero, show (2 * (2 * √2)) ^ 2 = (32 : ℝ) by linear_combination 16 * h2]
    ring
  exact ((hasDerivAt_id' (0 : ℝ)).fun_div (hr.const_mul 2) hne).fun_neg.congr_deriv e

end

end McLachlanAllyl
```

```lean
#print axioms McLachlanAllyl.huckel_orbitals
#print axioms McLachlanAllyl.spin_density
#print axioms McLachlanAllyl.spin_slope
```

```
'McLachlanAllyl.huckel_orbitals' depends on axioms: [propext, Classical.choice, Quot.sound]
'McLachlanAllyl.spin_density' depends on axioms: [propext, Classical.choice, Quot.sound]
'McLachlanAllyl.spin_slope' depends on axioms: [propext, Classical.choice, Quot.sound]
```

## Largest level, orbital weights, densities and slope

The carbons are numbered $r = 0, 1, 2$, with $1$ in the centre. For a real number $L$, `H L`, `root L` and `top L` are

$$H(L)=\begin{pmatrix}L&1&0\\1&0&1\\0&1&L\end{pmatrix},\qquad R=\sqrt{L^2+8},\qquad x=\frac{L+R}{2}.$$

The set `levels A` holds the real numbers $\mu$ for which $Av=\mu v$ has a nonzero real solution $v$, and `IsBonding A v` says that $v\cdot v=1$ and that $v$ is an eigenvector for the greatest element of that set. All statements hold for every real $L$, of either sign.

By `top_isGreatest`, $x$ is an eigenvalue of $H(L)$ and no eigenvalue exceeds it. By `bonding_weights`, every bonding vector $v=(v_0,v_1,v_2)$ has

$$v_2=v_0,\qquad v_1^2=\frac12-\frac{L}{2R},\qquad v_0^2=\frac14+\frac{L}{4R},$$

and `isBonding_witness` supplies one, $v=(1,\,x-L,\,1)/\sqrt{2+(x-L)^2}$. Writing $\rho_r$ for `spin v r`, the theorem `spin_density` gives

$$\rho_1=-\frac{L}{2R},\qquad \rho_1<0\iff L>0,\qquad \rho_0=\rho_2=\frac12+\frac{L}{4R}.$$

Finally `spin_slope` takes any family $v(L)$ of bonding vectors and states that $\rho_1$ is differentiable at $L=0$ with derivative `pol 1 0 + pol 1 2`, and that this sum is $-\sqrt2/8$. No continuity of $v(L)$ is assumed: its sign may jump with $L$, since only squares enter $\rho_1$.

## Hückel orbitals, exchange shift and polarisability

An eigenvalue $\mu$ stands for the energy $\alpha+\mu\beta$, with $\alpha$ the Coulomb and $\beta<0$ the resonance integral, so the largest $\mu$ is the most bonding level. Overlap is neglected, which makes $v_r^2$ the weight on atom $r$. The rows of `mo` are the Hückel orbitals $c_k$, with coefficients $c_{k,r}$, and `level` lists their energies $\varepsilon_k$:

$$c_0=\left(\tfrac12,\tfrac{\sqrt2}{2},\tfrac12\right),\quad c_1=\left(\tfrac{\sqrt2}{2},0,-\tfrac{\sqrt2}{2}\right),\quad c_2=\left(\tfrac12,-\tfrac{\sqrt2}{2},\tfrac12\right),\qquad \varepsilon=(\sqrt2,\,0,\,-\sqrt2).$$

The theorem `huckel_orbitals` confirms that they are orthonormal eigenvectors of $H(0)$, that $c_0$ is bonding, and that $H(L)=H(0)+\mathrm{diag}(2Lc_{1,r}^2)$. Since $c_{1,r}^2=(\tfrac12,0,\tfrac12)$, the shift is $L$ on each terminal atom and zero in the centre.

The constant $L$ is postulated. It stands for the exchange stabilisation that an electron feels on atoms already carrying unpaired spin parallel to its own, in units of $\beta$; $L>0$ is the attractive sign. The bonding electron of majority spin occupies the orbital $v$ of $H(L)$, the one of minority spin stays in $c_0$, and the unpaired electron stays in $c_1$, which gives the definition

$$\rho_r=c_{1,r}^2+v_r^2-c_{0,r}^2 .$$

At the centre $c_{1,1}^2=0$ and $c_{0,1}^2=\tfrac12$, so $\rho_1=v_1^2-\tfrac12$. A shift with $L>0$ draws the majority-spin electron towards the ends and leaves an excess of minority spin in the middle; for $L<0$ the effect is reversed, and at $L=0$ the central density vanishes.

The quantity `pol r s` is

$$\pi_{rs}=2\sum_{k=1,2}\frac{c_{0,r}\,c_{0,s}\,c_{k,r}\,c_{k,s}}{\varepsilon_0-\varepsilon_k},$$

the first-order expression for the response of the bonding weight on atom $r$ to a unit shift on atom $s$, counted for one electron. It enters as a definition. Its reading as a response to a shift on a single atom comes from perturbation theory and is not among the theorems, which establish only that $\pi_{10}+\pi_{12}$ and the exact slope are the same number for allyl.

For electronic structure, this one-parameter, three-centre, non-self-consistent model shows in closed form how different orbitals for the two spins put negative spin density at a node of the singly occupied orbital, and that the linear polarisability formula is the tangent to the exact curve at $L=0$. McLachlan's scheme is meant for general conjugated radicals; the file treats allyl alone, takes the form of the shift and of $\rho_r$ as given, and assigns no value to $L$.

## Secular equations and the largest root

Since $R^2=L^2+8>L^2$, one has $R>L$ and $R>-L$, hence $R>0$, $x>L$ and $x>0$. Moreover $R=2x-L$ and

$$x(x-L)=\frac{(R+L)(R-L)}{4}=\frac{R^2-L^2}{4}=2 .$$

These five facts are `top_facts`, where `linear_combination (1 / 4) * hs` is the last division by four. The lemma `eigen_iff` expands $H(L)v=\mu v$ into

$$Lv_0+v_1=\mu v_0,\qquad v_0+v_2=\mu v_1,\qquad v_1+Lv_2=\mu v_2 .$$

With $v=(1,x-L,1)$ and $\mu=x$ the outer equations are identities and the middle one reads $2=x(x-L)$, so $x$ is an eigenvalue. Suppose now $\mu>x$. Then

$$\mu(\mu-L)-2=\mu(\mu-L)-x(x-L)=(\mu-x)(\mu+x-L)>0,$$

which is `hq`; the product of the two positive factors is the hint passed to `nlinarith`. The outer equations give $(\mu-L)v_0=v_1=(\mu-L)v_2$. Multiplying the middle equation by $\mu-L$ and inserting these yields $2v_1=\mu(\mu-L)v_1$, the step `k`. Hence $v_1=0$, and then $v_0=v_2=0$ because $\mu-L>0$, contradicting $v\ne0$. This completes `top_isGreatest`. In `isBonding_witness` the same vector has squared length $2+(x-L)^2$ (`hd`) and is divided by the root of that number; at $L=0$, where $x=\sqrt2$, it becomes $c_0$.

## Normalisation and the weights

A set has only one greatest element, so `hμ.unique` replaces the eigenvalue of a bonding vector by $x$. Put $d=x-L>0$. The outer equations give $v_1=dv_0$ (`h1`) and $dv_2=dv_0$, so $v_2=v_0$ (`h2`). Normalisation becomes $2v_0^2+v_1^2=1$, that is $(2+d^2)v_0^2=1$ (`hn3`). Using $R=x+d$ and $xd=2$,

$$Rv_1^2=(x+d)\,d^2v_0^2=d\,(xd+d^2)\,v_0^2=d\,(2+d^2)\,v_0^2=d,$$

which is `hv1`. With $d=(R-L)/2$ this gives $v_1^2=(R-L)/(2R)=\tfrac12-\tfrac{L}{2R}$, and $v_0^2=(1-v_1^2)/2=\tfrac14+\tfrac{L}{4R}$.

In `spin_density` the Hückel coefficients are inserted: $\rho_1=0+v_1^2-\tfrac12=-L/(2R)$ and $\rho_0=\tfrac12+v_0^2-\tfrac14=\tfrac12+L/(4R)$, with the same value for $\rho_2$ since $v_2=v_0$. As $2R>0$, the quotient $L/(2R)$ has the sign of $L$, which is the equivalence obtained from `div_pos_iff_of_pos_right`.

## Slope at zero shift

The two sides of `spin_slope` are computed separately. In $\pi_{10}$ and $\pi_{12}$, written out as `a0` and `a2`, the term $k=1$ vanishes because $c_{1,1}=0$. The antibonding term gives, for $s=0$ and $s=2$ alike,

$$\pi_{1s}=2\cdot\frac{\frac{\sqrt2}{2}\cdot\frac12\cdot\left(-\frac{\sqrt2}{2}\right)\cdot\frac12}{2\sqrt2}=\frac{-1/4}{2\sqrt2}=-\frac{\sqrt2}{16},$$

and the sum is $-\sqrt2/8$ (`hp`). On the other side, `spin_density` rewrites $\rho_1$ as the function $-L/(2R(L))$, whichever bonding vectors were chosen. The derivative of $L^2+8$ vanishes at zero (`hq`), so $R'(0)=0$ (`hr`), and $R(0)=2\sqrt2$ by `root_zero`. The quotient rule, applied through `fun_div`, gives

$$\rho_1'(0)=-\frac{1\cdot 2R(0)-0\cdot 2R'(0)}{(2R(0))^2}=-\frac{4\sqrt2}{32}=-\frac{\sqrt2}{8},$$

the arithmetic recorded in `e`.
